# A criterion for small complex rotations to lower a Perdew–Zunger-type energy of two real orbitals

**Q.** When does a small complex rotation of two real orbitals lower a Perdew–Zunger-type energy? First, what are the objects?

**A.** The grid is a finite set `ι`. Sums over it carry no volume element, so any quadrature weight has to be absorbed into the orbitals and functionals.

In Lean 4 with Mathlib:

```lean
import Mathlib

open Filter Matrix
open scoped Topology ComplexConjugate

namespace PerdewZungerComplexInstability

noncomputable section

variable {ι : Type*} [Fintype ι]
```

An orbital $\varphi$ is a complex function on the grid, with density $|\varphi(x)|^2$.

```lean
/-- The density of a complex orbital on the grid. -/
def density (φ : ι → ℂ) : ι → ℝ := fun x => Complex.normSq (φ x)
```

The starting orbitals $a,b$ are real, and `realOrb` merely regards them as complex.

```lean
/-- A real orbital regarded as a complex one. -/
def realOrb (a : ι → ℝ) : ι → ℂ := fun x => (a x : ℂ)
```

The rotation by an angle $t$ gives $\cos t\,a+i\sin t\,b$ and $\cos t\,b+i\sin t\,a$. These are `mix t a b` and `mix t b a`.

```lean
/-- The rotated orbital `cos t a + i sin t b`; its partner `i sin t a + cos t b` is
`mix t b a`. -/
def mix (t : ℝ) (a b : ι → ℝ) : ι → ℂ := fun x =>
  (Real.cos t : ℂ) * (a x : ℂ) + Complex.I * (Real.sin t : ℂ) * (b x : ℂ)
```

**Q.** And the energy?

**A.** The energy has three parts: a one-body term with matrix $h$, a functional $G$ of the total density, and $F$ summed over the two orbital densities. For Perdew–Zunger, $F(n)=-(E_{\rm H}[n]+E_{\rm xc}[n,0])$, the negative of the Hartree and exchange-correlation energies of one fully spin-polarised orbital. The theorems leave $h$, $G$ and $F$ general. Both orbitals are singly occupied and share a spin channel; other occupied orbitals, held fixed, can be absorbed into $G$.

```lean
/-- The energy of two orbitals: a one-body part `h`, a functional `G` of the total density,
and an orbital-wise correction `F` of each orbital density. -/
def pzEnergy (h : Matrix ι ι ℂ) (G F : (ι → ℝ) → ℝ) (φ ψ : ι → ℂ) : ℝ :=
  (∑ x, ∑ y, h x y * (conj (φ x) * φ y + conj (ψ x) * ψ y)).re
    + G (density φ + density ψ) + (F (density φ) + F (density ψ))
```

**Q.** What does "gradient" mean here?

**A.** With $\langle v,n\rangle=\sum_x v(x)n(x)$, the vector $v$ is the gradient of $F$ at $n$ if the Fréchet derivative there is $\delta n\mapsto\langle v,\delta n\rangle$. It plays the part of the orbital-dependent potential. `pairing v` is this linear map, and the lemma identifies it with the dot product.

```lean
/-- The linear functional `n ↦ ⟨v, n⟩` on densities; `F` has gradient `v` when this is its
derivative. -/
def pairing (v : ι → ℝ) : (ι → ℝ) →L[ℝ] ℝ :=
  ∑ i, v i • (ContinuousLinearMap.proj i : (ι → ℝ) →L[ℝ] ℝ)

lemma pairing_apply (v n : ι → ℝ) : pairing v n = v ⬝ᵥ n := by
  simp [pairing, dotProduct, _root_.sum_apply]
```

**Q.** Surely the rotation also changes the kinetic energy.

**A.** It doesn't. The first orbital contributes to the density matrix

$$\cos^2 t\,a(x)a(y)+\sin^2 t\,b(x)b(y)+i\sin t\cos t\,[a(x)b(y)-b(x)a(y)].$$

The second contributes the same with $a$ and $b$ exchanged. The imaginary parts cancel, and $\sin^2t+\cos^2t=1$ leaves $a(x)a(y)+b(x)b(y)$. In the code, `linear_combination` uses that identity and $i^2=-1$.

```lean
lemma cast_sin_sq_add_cos_sq (t : ℝ) :
    (Real.sin t : ℂ) ^ 2 + (Real.cos t : ℂ) ^ 2 = 1 := by
  rw [← Complex.ofReal_pow, ← Complex.ofReal_pow, ← Complex.ofReal_add,
    Real.sin_sq_add_cos_sq, Complex.ofReal_one]

omit [Fintype ι] in
/-- The complex rotation leaves the one-particle density matrix of the pair unchanged. -/
theorem density_matrix_mix (t : ℝ) (a b : ι → ℝ) (x y : ι) :
    conj (mix t a b x) * mix t a b y + conj (mix t b a x) * mix t b a y
      = (a x : ℂ) * (a y : ℂ) + (b x : ℂ) * (b y : ℂ) := by
  simp only [mix, map_add, map_mul, Complex.conj_ofReal, Complex.conj_I]
  linear_combination
    ((a x : ℂ) * a y + (b x : ℂ) * b y) * cast_sin_sq_add_cos_sq t
      - (Real.sin t : ℂ) ^ 2 * ((a x : ℂ) * a y + (b x : ℂ) * b y) * Complex.I_sq
```

Setting $x=y$ in the first contribution gives the orbital density $a^2-s(a^2-b^2)$ with $s=\sin^2t$. The partner has $b^2-s(b^2-a^2)$.

```lean
omit [Fintype ι] in
/-- The density of a rotated orbital moves from `a²` towards `b²` by the fraction `sin² t`. -/
theorem density_mix (t : ℝ) (a b : ι → ℝ) :
    density (mix t a b) = a ^ 2 - Real.sin t ^ 2 • (a ^ 2 - b ^ 2) := by
  ext x
  simp only [density, mix, Complex.normSq_apply, Complex.add_re, Complex.add_im,
    Complex.mul_re, Complex.mul_im, Complex.ofReal_re, Complex.ofReal_im, Complex.I_re,
    Complex.I_im, Pi.sub_apply, Pi.smul_apply, Pi.pow_apply, smul_eq_mul]
  linear_combination (a x) ^ 2 * Real.sin_sq_add_cos_sq t
```

**Q.** Are the rotated orbitals still orthonormal?

**A.** Yes, if $a,b$ are. The norms are $\cos^2t+\sin^2t=1$, and the overlap is

$$\langle a,b\rangle+i\sin t\cos t\,(\langle a,a\rangle-\langle b,b\rangle)=0.$$

The energy theorems don't assume orthonormality, but their physical reading does.

```lean
/-- If the real orbitals are orthonormal, so are the rotated complex ones. -/
theorem mix_orthonormal (t : ℝ) (a b : ι → ℝ)
    (ha : a ⬝ᵥ a = 1) (hb : b ⬝ᵥ b = 1) (hab : a ⬝ᵥ b = 0) :
    ∑ x, density (mix t a b) x = 1 ∧ ∑ x, density (mix t b a) x = 1 ∧
      ∑ x, conj (mix t a b x) * mix t b a x = 0 := by
  have norm_one : ∀ p q : ι → ℝ, p ⬝ᵥ p = 1 → q ⬝ᵥ q = 1 →
      ∑ x, density (mix t p q) x = 1 := by
    intro p q hp hq
    have hp' : ∑ x, p x ^ 2 = 1 := by simpa only [dotProduct, sq] using hp
    have hq' : ∑ x, q x ^ 2 = 1 := by simpa only [dotProduct, sq] using hq
    simp only [density_mix, Pi.sub_apply, Pi.smul_apply, Pi.pow_apply, smul_eq_mul,
      Finset.sum_sub_distrib, ← Finset.mul_sum, hp', hq']
    ring
  refine ⟨norm_one a b ha hb, norm_one b a hb ha, ?_⟩
  -- the overlap density is `a b` plus an imaginary multiple of `a² - b²`
  have key : ∀ x, conj (mix t a b x) * mix t b a x = ((a x * b x : ℝ) : ℂ)
      + Complex.I * Real.cos t * Real.sin t
        * (((a x * a x : ℝ) : ℂ) - ((b x * b x : ℝ) : ℂ)) := by
    intro x
    simp only [mix, map_add, map_mul, Complex.conj_ofReal, Complex.conj_I,
      Complex.ofReal_mul]
    linear_combination (a x : ℂ) * b x * cast_sin_sq_add_cos_sq t
      - (Real.sin t : ℂ) ^ 2 * ((a x : ℂ) * b x) * Complex.I_sq
  simp only [dotProduct] at ha hb hab
  simp only [key, Finset.sum_add_distrib, ← Finset.mul_sum, Finset.sum_sub_distrib,
    ← Complex.ofReal_sum, ha, hb, hab, sub_self, mul_zero, Complex.ofReal_zero, add_zero]
```

Since the density matrix of the pair is unchanged, the one-body and $G$ terms cancel from the energy difference, and only $F$ remains.

```lean
/-- Under the rotation only the orbital-wise correction `F` changes the energy. -/
theorem energy_change (h : Matrix ι ι ℂ) (G F : (ι → ℝ) → ℝ) (a b : ι → ℝ) (t : ℝ) :
    pzEnergy h G F (mix t a b) (mix t b a) - pzEnergy h G F (realOrb a) (realOrb b)
      = F (a ^ 2 - Real.sin t ^ 2 • (a ^ 2 - b ^ 2))
        + F (b ^ 2 - Real.sin t ^ 2 • (b ^ 2 - a ^ 2)) - (F (a ^ 2) + F (b ^ 2)) := by
  have hG : ∀ s : ℝ, (a ^ 2 - s • (a ^ 2 - b ^ 2)) + (b ^ 2 - s • (b ^ 2 - a ^ 2))
      = a ^ 2 + b ^ 2 := by
    intro s
    ext x
    simp only [Pi.add_apply, Pi.sub_apply, Pi.smul_apply, Pi.pow_apply, smul_eq_mul]
    ring
  have hr : ∀ p : ι → ℝ, density (realOrb p) = p ^ 2 := by
    intro p
    ext x
    simp only [density, realOrb, Complex.normSq_ofReal, Pi.pow_apply, sq]
  simp only [pzEnergy, density_matrix_mix, density_mix, hr, hG]
  simp only [realOrb, Complex.conj_ofReal]
  ring
```

**Q.** When is that difference negative for small angles?

**A.** Write $n_1=a^2$, $n_2=b^2$, $d=n_1-n_2$, with gradients $v_1,v_2$, and let

$$g(s)=F(n_1-sd)+F(n_2+sd).$$

The chain rule gives $g'(0)=-\langle v_1,d\rangle+\langle v_2,d\rangle=-\langle v_1-v_2,d\rangle$. The code differentiates the two straight lines of densities and composes them with the derivatives of $F$.

```lean
/-- Moving density between the orbitals changes the summed `F` at the initial rate
`-⟨v₁ - v₂, n₁ - n₂⟩`, where `v₁`, `v₂` are the gradients of `F` at `n₁`, `n₂`. -/
theorem hasDerivAt_transfer {F : (ι → ℝ) → ℝ} {v₁ v₂ n₁ n₂ : ι → ℝ}
    (h₁ : HasFDerivAt F (pairing v₁) n₁) (h₂ : HasFDerivAt F (pairing v₂) n₂) :
    HasDerivAt (fun s : ℝ => F (n₁ - s • (n₁ - n₂)) + F (n₂ - s • (n₂ - n₁)))
      (-((v₁ - v₂) ⬝ᵥ (n₁ - n₂))) 0 := by
  have line : ∀ m k : ι → ℝ, HasDerivAt (fun s : ℝ => m - s • k) (-k) 0 := by
    intro m k
    refine hasDerivAt_pi.2 fun x => ?_
    exact (((hasDerivAt_id (0 : ℝ)).mul_const (k x)).const_sub (m x)).congr_deriv (by simp)
  have h₁' : HasFDerivAt F (pairing v₁) (n₁ - (0 : ℝ) • (n₁ - n₂)) := by
    rw [zero_smul, sub_zero]; exact h₁
  have h₂' : HasFDerivAt F (pairing v₂) (n₂ - (0 : ℝ) • (n₂ - n₁)) := by
    rw [zero_smul, sub_zero]; exact h₂
  refine ((h₁'.comp_hasDerivAt (0 : ℝ) (line n₁ (n₁ - n₂))).fun_add
    (h₂'.comp_hasDerivAt (0 : ℝ) (line n₂ (n₂ - n₁)))).congr_deriv ?_
  simp only [pairing_apply, sub_dotProduct, dotProduct_sub, dotProduct_neg]
  ring
```

If $g'(0)<0$, then $(g(s)-g(0))/s<0$ for all small $s\neq0$. For small $t\neq0$, $s=\sin^2t$ is small and positive, so $g(\sin^2t)<g(0)$. The lemma obtains the negative slope from the derivative, shows that $\sin^2t$ tends to zero through nonzero values, and reads off the sign.

```lean
lemma eventually_lt_of_deriv_neg {g : ℝ → ℝ} {g' : ℝ} (hg : HasDerivAt g g' 0)
    (hneg : g' < 0) : ∀ᶠ t in 𝓝[≠] (0 : ℝ), g (Real.sin t ^ 2) < g 0 := by
  have hslope : ∀ᶠ s in 𝓝[≠] (0 : ℝ), slope g 0 s < 0 :=
    (hasDerivAt_iff_tendsto_slope.1 hg).eventually (gt_mem_nhds hneg)
  have hsin : ∀ᶠ t in 𝓝[≠] (0 : ℝ), Real.sin t ≠ 0 :=
    (Real.hasDerivAt_sin 0).eventually_ne (by simp)
  -- `sin² t` tends to zero through nonzero values
  have hlim : Tendsto (fun t : ℝ => Real.sin t ^ 2) (𝓝[≠] 0) (𝓝[≠] 0) := by
    refine tendsto_nhdsWithin_iff.2 ⟨?_, hsin.mono fun t ht => pow_ne_zero 2 ht⟩
    have hc : Continuous fun t : ℝ => Real.sin t ^ 2 := Real.continuous_sin.pow 2
    have h0 := hc.tendsto 0
    simp only [Real.sin_zero, ne_eq, OfNat.ofNat_ne_zero, not_false_eq_true, zero_pow] at h0
    exact h0.mono_left nhdsWithin_le_nhds
  filter_upwards [hlim.eventually hslope] with t ht
  by_contra hcon
  have hge : 0 ≤ g (Real.sin t ^ 2) - g 0 := sub_nonneg.2 (not_lt.1 hcon)
  have hinv : 0 ≤ (Real.sin t ^ 2)⁻¹ := inv_nonneg.2 (sq_nonneg _)
  rw [slope_def_field, sub_zero, div_eq_mul_inv] at ht
  exact absurd ht (not_lt_of_ge (mul_nonneg hge hinv))
```

**Q.** So the main theorem says what, exactly?

**A.** If $F$ has gradients $v_1,v_2$ at $a^2,b^2$ and $\langle v_1-v_2,a^2-b^2\rangle>0$, there is a neighbourhood of $t=0$ in which every $t\neq0$ strictly lowers the energy. That is the meaning of `∀ᶠ t in 𝓝[≠] (0 : ℝ)`. The proof combines the descent of $g$ with the energy difference.

```lean
/-- Real-to-complex instability: if `F` has gradients `v₁`, `v₂` at the densities of the real
orbitals `a`, `b` and `⟨v₁ - v₂, a² - b²⟩ > 0`, every sufficiently small nonzero complex
rotation strictly lowers the energy. -/
theorem real_to_complex_instability (h : Matrix ι ι ℂ) (G : (ι → ℝ) → ℝ)
    {F : (ι → ℝ) → ℝ} {a b v₁ v₂ : ι → ℝ}
    (h₁ : HasFDerivAt F (pairing v₁) (a ^ 2)) (h₂ : HasFDerivAt F (pairing v₂) (b ^ 2))
    (hpos : 0 < (v₁ - v₂) ⬝ᵥ (a ^ 2 - b ^ 2)) :
    ∀ᶠ t in 𝓝[≠] (0 : ℝ), pzEnergy h G F (mix t a b) (mix t b a)
      < pzEnergy h G F (realOrb a) (realOrb b) := by
  filter_upwards [eventually_lt_of_deriv_neg (hasDerivAt_transfer h₁ h₂)
    (neg_lt_zero.2 hpos)] with t ht
  have e := energy_change h G F a b t
  simp only [zero_smul, sub_zero] at ht
  linarith
```

**Q.** Perhaps $a,b$ were simply badly optimised.

**A.** The theorem doesn't require them to be optimal. But the energy along this path depends on $t$ only through $\sin^2t$, so its slope at $t=0$ vanishes: a minimiser started from the real pair feels no force in this direction. For this two-orbital grid model, that is a reason to test complex orbitals in self-interaction-corrected calculations.

**Q.** Would $\langle v_1-v_2,a^2-b^2\rangle\ge0$ do?

**A.** No. Take two grid points, $a=(1,0)$, $b=(0,1)$ and $F=0$. The pairing is zero and the energy is constant in $t$. With a strictly negative pairing, small rotations raise the energy; the proof applies the same lemma to $-g$. This shows stability along this rotation only.

```lean
/-- If instead `⟨v₁ - v₂, a² - b²⟩ < 0`, every sufficiently small nonzero complex rotation
strictly raises the energy. -/
theorem real_stable_of_neg (h : Matrix ι ι ℂ) (G : (ι → ℝ) → ℝ)
    {F : (ι → ℝ) → ℝ} {a b v₁ v₂ : ι → ℝ}
    (h₁ : HasFDerivAt F (pairing v₁) (a ^ 2)) (h₂ : HasFDerivAt F (pairing v₂) (b ^ 2))
    (hneg : (v₁ - v₂) ⬝ᵥ (a ^ 2 - b ^ 2) < 0) :
    ∀ᶠ t in 𝓝[≠] (0 : ℝ), pzEnergy h G F (realOrb a) (realOrb b)
      < pzEnergy h G F (mix t a b) (mix t b a) := by
  filter_upwards [eventually_lt_of_deriv_neg (hasDerivAt_transfer h₁ h₂).fun_neg
    (by linarith)] with t ht
  have e := energy_change h G F a b t
  simp only [zero_smul, sub_zero] at ht
  linarith
```

**Q.** My orbitals have nodes. Is $F$ differentiable there?

**A.** It has to be, and at a node the Fréchet derivative also looks at negative densities, so $F$ needs a suitable extension. An alternative model would define $F$ on nonnegative densities only and assume one-sided derivatives along $-d$ at $n_1$ and $+d$ at $n_2$. The descent argument would survive, since $s\ge0$, but the condition would no longer be phrased with potentials $v_1,v_2$.

Strict convexity on nonnegative densities avoids derivatives altogether. If $a^2\neq b^2$ and $\sin2t\neq0$, the rotated densities are mixtures of $a^2$ and $b^2$ with positive weights $\cos^2t$ and $\sin^2t$. Adding the two strict convexity inequalities gives a lower energy, for large angles too. The local exchange part of the correction, $c\sum_x n(x)^{4/3}$ with $c>0$, meets this hypothesis. The full Perdew–Zunger $F$ with local exchange-correlation and a positive definite Hartree kernel doesn't: when a density is scaled up, the negative quadratic Hartree part eventually dominates. For that $F$, the gradient criterion above is the one to use.

```lean
/-- If `F` is strictly convex on nonnegative densities and the two orbital densities differ,
every rotation with `sin 2t ≠ 0`, small or large, strictly lowers the energy. -/
theorem instability_of_strictConvex (h : Matrix ι ι ℂ) (G : (ι → ℝ) → ℝ)
    {F : (ι → ℝ) → ℝ} {a b : ι → ℝ} (hF : StrictConvexOn ℝ (Set.Ici 0) F)
    (hab : a ^ 2 ≠ b ^ 2) {t : ℝ} (ht : Real.sin (2 * t) ≠ 0) :
    pzEnergy h G F (mix t a b) (mix t b a)
      < pzEnergy h G F (realOrb a) (realOrb b) := by
  rw [Real.sin_two_mul] at ht
  have hs : 0 < Real.sin t ^ 2 := sq_pos_of_ne_zero (fun h0 => ht (by rw [h0]; ring))
  have hc : 0 < Real.cos t ^ 2 := sq_pos_of_ne_zero (fun h0 => ht (by rw [h0]; ring))
  have hcs : Real.cos t ^ 2 + Real.sin t ^ 2 = 1 := Real.cos_sq_add_sin_sq t
  have hmem : ∀ p : ι → ℝ, p ^ 2 ∈ Set.Ici (0 : ι → ℝ) := fun p x => sq_nonneg (p x)
  -- each rotated density is a convex mixture of the two original ones
  have hmix : ∀ p q : ι → ℝ, p ^ 2 - Real.sin t ^ 2 • (p ^ 2 - q ^ 2)
      = Real.cos t ^ 2 • p ^ 2 + Real.sin t ^ 2 • q ^ 2 := by
    intro p q
    ext x
    simp only [Pi.add_apply, Pi.sub_apply, Pi.smul_apply, Pi.pow_apply, smul_eq_mul]
    linear_combination (-(p x ^ 2)) * hcs
  have i₁ := hF.2 (hmem a) (hmem b) hab hc hs hcs
  have i₂ := hF.2 (hmem b) (hmem a) hab.symm hc hs hcs
  have e := energy_change h G F a b t
  rw [hmix a b, hmix b a] at e
  simp only [smul_eq_mul] at i₁ i₂
  have hsum : Real.cos t ^ 2 * F (a ^ 2) + Real.sin t ^ 2 * F (b ^ 2)
      + (Real.cos t ^ 2 * F (b ^ 2) + Real.sin t ^ 2 * F (a ^ 2))
      = F (a ^ 2) + F (b ^ 2) := by
    linear_combination (F (a ^ 2) + F (b ^ 2)) * hcs
  linarith
```

**Q.** Does the Hartree self-interaction term help?

**A.** It works against the instability when its kernel $K$ is positive definite. For $F(n)=-\tfrac12\langle n,Kn\rangle$, expanding $g$ gives

$$g(s)-g(0)=s(1-s)\langle d,Kd\rangle=\tfrac14\sin^2(2t)\,\langle d,Kd\rangle.$$

Any lowering must then come from the $-E_{\rm xc}$ part of the correction. The identity itself holds for every real matrix $K$. In the code, `K'` is not a second kernel: the hypothesis `hK` makes it equal to the one-body matrix `h`.

```lean
/-- For the Hartree self-interaction correction `F(n) = -½⟨n, K n⟩` the rotation changes the
energy by exactly `¼ sin²(2t) ⟨d, K d⟩`, with `d = a² - b²`. -/
theorem hartree_correction_change (h K' : Matrix ι ι ℂ) (K : Matrix ι ι ℝ)
    (G : (ι → ℝ) → ℝ) (a b : ι → ℝ) (t : ℝ) (hK : K' = h) :
    pzEnergy K' G (fun n => -(1 / 2) * (n ⬝ᵥ K *ᵥ n)) (mix t a b) (mix t b a)
      - pzEnergy h G (fun n => -(1 / 2) * (n ⬝ᵥ K *ᵥ n)) (realOrb a) (realOrb b)
      = Real.sin (2 * t) ^ 2 / 4 * ((a ^ 2 - b ^ 2) ⬝ᵥ K *ᵥ (a ^ 2 - b ^ 2)) := by
  subst hK
  rw [energy_change, Real.sin_two_mul, mul_pow, mul_pow, Real.cos_sq']
  simp only [Matrix.mulVec_sub, Matrix.mulVec_smul, sub_dotProduct, dotProduct_sub,
    smul_dotProduct, dotProduct_smul, smul_eq_mul]
  ring

end

end PerdewZungerComplexInstability
```

```lean
#print axioms PerdewZungerComplexInstability.real_to_complex_instability
#print axioms PerdewZungerComplexInstability.real_stable_of_neg
#print axioms PerdewZungerComplexInstability.instability_of_strictConvex
#print axioms PerdewZungerComplexInstability.hartree_correction_change
```

```
'PerdewZungerComplexInstability.real_to_complex_instability' depends on axioms: [propext, Classical.choice, Quot.sound]
'PerdewZungerComplexInstability.real_stable_of_neg' depends on axioms: [propext, Classical.choice, Quot.sound]
'PerdewZungerComplexInstability.instability_of_strictConvex' depends on axioms: [propext, Classical.choice, Quot.sound]
'PerdewZungerComplexInstability.hartree_correction_change' depends on axioms: [propext, Classical.choice, Quot.sound]
```
